# A coherent term that makes finite thermal Lindblad generators with $K_a s = sK_a^\dagger$ KMS-symmetric

The relaxation rates of a finite open system can be computed with a Hermitian eigensolver if its generator is self-adjoint for a known inner product: in a basis orthonormal for that product, the generator's matrix is Hermitian. Once the jump operators $K_a$ are chosen, the coherent part of the generator must be chosen to match. The theorems below give it entry by entry, up to a real multiple of the identity, for finite-dimensional Markovian models whose jumps obey $K_a s = sK_a^\dagger$. A system Hamiltonian with at least two different levels cannot be added to it without losing the symmetry.

Here $s$ is diagonal with positive entries, and the thermal state is $\rho = s^2/\mathrm{Tr}\,s^2$. For levels $E_i$ at inverse temperature $\beta$, take $s_i = e^{-\beta E_i/2}$. In entries, the condition on the jumps reads $K_{ij}s_j = s_i\overline{K_{ji}}$. It implies $|K_{ij}|^2s_j^2 = |K_{ji}|^2s_i^2$, which is detailed balance between each pair of levels, and it also fixes relative phases. A nonzero jump that only lowers the energy breaks the condition. But a lowering jump $K_-$ and a raising jump $K_+$ with $K_+s=sK_-^\dagger$ can be replaced by $(K_-+K_+)/\sqrt2$ and $\mathrm{i}(K_--K_+)/\sqrt2$, which obey it and give the same generator. That a real bath produces such jumps is assumed, not derived.

## Weights, jumps and generator

```lean
import Mathlib

open Matrix

namespace KMSThermalGenerator

noncomputable section

variable {n ι : Type*} [Fintype n] [DecidableEq n] [Fintype ι]
```

The type `n` labels the basis states and `ι` labels the jump operators. Both are finite.

```lean
/-- The diagonal matrix `s` with real entries `s i`. -/
def weight (s : n → ℝ) : Matrix n n ℂ := Matrix.diagonal fun i => (s i : ℂ)
```

`weight s` turns the list of real numbers $s_i$ into the diagonal matrix $s$. Positivity is a separate hypothesis, called `hs` where it is needed.

```lean
/-- The decay matrix `M = ∑ₐ Kₐ† Kₐ` of a family of jump operators. -/
def decay (K : ι → Matrix n n ℂ) : Matrix n n ℂ := ∑ a, (K a)ᴴ * K a
```

This is $M = \sum_a K_a^\dagger K_a$. Lean writes the adjoint as `ᴴ`.

```lean
/-- The jump part `A ↦ ∑ₐ Kₐ† A Kₐ` in the Heisenberg picture. -/
def jumps (K : ι → Matrix n n ℂ) (A : Matrix n n ℂ) : Matrix n n ℂ :=
  ∑ a, (K a)ᴴ * A * K a
```

This is the jump part, $J(A) = \sum_a K_a^\dagger A K_a$, acting on an observable $A$.

```lean
/-- The coherent term `H_ij = -(i/2) M_ij (s_i - s_j)/(s_i + s_j)`, meant for positive `s`. -/
def coherentTerm (s : n → ℝ) (K : ι → Matrix n n ℂ) : Matrix n n ℂ :=
  Matrix.of fun i j =>
    -(Complex.I / 2) * decay K i j * (((s i - s j) / (s i + s j) : ℝ) : ℂ)
```

With $\mathrm{i}$ the imaginary unit, this defines

$$H^{c}_{ij} = -\frac{\mathrm{i}}{2}\,M_{ij}\,\frac{s_i-s_j}{s_i+s_j}.$$

Only ratios of weights enter, so the normalisation of $s$ is irrelevant.

```lean
/-- The Heisenberg generator `i[H,A] + ∑ₐ Kₐ† A Kₐ - (1/2){M,A}`. -/
def generator (H : Matrix n n ℂ) (K : ι → Matrix n n ℂ) (A : Matrix n n ℂ) :
    Matrix n n ℂ :=
  Complex.I • (H * A - A * H) + jumps K A - (1 / 2 : ℂ) • (decay K * A + A * decay K)
```

The generator is $L(A) = \mathrm{i}[H,A] + J(A) - \tfrac12\{M,A\}$, for any matrix $H$. The letter $H$ need not denote the system Hamiltonian with levels $E_i$, as it often does in textbooks.

```lean
/-- The KMS form `Tr(s A† s B)`. -/
def kms (s : n → ℝ) (A B : Matrix n n ℂ) : ℂ :=
  Matrix.trace (weight s * Aᴴ * weight s * B)
```

The form is $\langle A,B\rangle = \mathrm{Tr}(sA^\dagger sB)$. Dividing by $\mathrm{Tr}\,s^2$ gives the usual $\mathrm{Tr}(\rho^{1/2}A^\dagger\rho^{1/2}B)$.

```lean
/-- A map on observables is KMS-symmetric if it is self-adjoint for the KMS form. -/
def KMSSymmetric (s : n → ℝ) (L : Matrix n n ℂ → Matrix n n ℂ) : Prop :=
  ∀ A B, kms s A (L B) = kms s (L A) B
```

`KMSSymmetric s L` is the statement $\langle A,L(B)\rangle = \langle L(A),B\rangle$ for all $A$ and $B$.

```lean
/-- The matrix `C = i(sH + Hs) - (1/2)[s,M]`, for any matrix `H` and the decay matrix `M` of the
jumps. -/
def imbalance (s : n → ℝ) (H : Matrix n n ℂ) (K : ι → Matrix n n ℂ) : Matrix n n ℂ :=
  Complex.I • (weight s * H + H * weight s)
    - (1 / 2 : ℂ) • (weight s * decay K - decay K * weight s)
```

The matrix $C = \mathrm{i}(sH+Hs) - \tfrac12[s,M]$ will appear in the formula for the failure of symmetry. For Hermitian $H$ and jumps with $K_as=sK_a^\dagger$, $L$ is symmetric if $C=0$, but $C$ need not vanish for a symmetric $L$.

## Hermiticity and the jump part

```lean
omit [DecidableEq n] in
/-- The decay matrix is Hermitian. -/
theorem decay_isHermitian (K : ι → Matrix n n ℂ) : (decay K).IsHermitian := by
  unfold Matrix.IsHermitian
  simp [decay, Matrix.conjTranspose_sum]
```

Each $K_a^\dagger K_a$ is Hermitian, hence so is $M$. The tactic `simp` finds this by simplification.

```lean
omit [DecidableEq n] in
/-- The coherent term is Hermitian. -/
theorem coherentTerm_isHermitian (s : n → ℝ) (K : ι → Matrix n n ℂ) :
    (coherentTerm s K).IsHermitian := by
  refine Matrix.IsHermitian.ext fun i j => ?_
  have hM : starRingEnd ℂ (decay K j i) = decay K i j := (decay_isHermitian K).apply i j
  -- the ratio of weights is odd under exchange of the two levels
  have hq : (s j - s i) / (s j + s i) = -((s i - s j) / (s i + s j)) := by
    rw [add_comm (s j), ← neg_div, neg_sub]
  unfold coherentTerm
  rw [Matrix.of_apply, Matrix.of_apply, hq, Complex.ofReal_neg]
  simp only [Complex.star_def, map_mul, map_neg, map_div₀, Complex.conj_I,
    Complex.conj_ofReal, map_ofNat, hM]
  ring
```

Exchanging $i$ and $j$ reverses the sign of the weight ratio, and conjugation reverses the sign of $\mathrm{i}$. Since $\overline{M_{ji}} = M_{ij}$, the two signs cancel and $\overline{H^c_{ji}} = H^c_{ij}$. In Lean, `hq` is the first sign change and `hM` the property of $M$; `ring` finishes the algebra.

```lean
omit [DecidableEq n] in
/-- Taking the adjoint commutes with the jump part. -/
theorem jumps_conjTranspose (K : ι → Matrix n n ℂ) (A : Matrix n n ℂ) :
    (jumps K A)ᴴ = jumps K Aᴴ := by
  simp [jumps, Matrix.conjTranspose_sum, Matrix.mul_assoc]
```

This is $J(A)^\dagger = J(A^\dagger)$, term by term.

```lean
/-- If every jump operator obeys `K s = s K†`, the jump part is KMS-symmetric. -/
theorem jumps_kmsSymmetric (s : n → ℝ) (K : ι → Matrix n n ℂ)
    (hK : ∀ a, K a * weight s = weight s * (K a)ᴴ) : KMSSymmetric s (jumps K) := by
  intro A B
  unfold kms
  rw [jumps_conjTranspose]
  simp only [jumps, Finset.mul_sum, Finset.sum_mul, Matrix.trace_sum]
  refine Finset.sum_congr rfl fun a _ => ?_
  calc Matrix.trace (weight s * Aᴴ * weight s * ((K a)ᴴ * B * K a))
      = Matrix.trace ((weight s * Aᴴ * weight s * (K a)ᴴ * B) * K a) := by
        simp only [Matrix.mul_assoc]
    _ = Matrix.trace (K a * (weight s * Aᴴ * weight s * (K a)ᴴ * B)) :=
        Matrix.trace_mul_comm _ _
    _ = Matrix.trace ((K a * weight s) * Aᴴ * (weight s * (K a)ᴴ) * B) := by
        simp only [Matrix.mul_assoc]
    _ = Matrix.trace ((weight s * (K a)ᴴ) * Aᴴ * (K a * weight s) * B) := by
        rw [hK a]
    _ = Matrix.trace (weight s * ((K a)ᴴ * Aᴴ * K a) * weight s * B) := by
        simp only [Matrix.mul_assoc]
```

For one jump $K$, cyclicity of the trace and two uses of $Ks = sK^\dagger$ give

$$\begin{aligned}
\mathrm{Tr}(sA^\dagger s\,K^\dagger BK) &= \mathrm{Tr}\big((Ks)A^\dagger(sK^\dagger)B\big)\\
&= \mathrm{Tr}\big((sK^\dagger)A^\dagger(Ks)B\big)\\
&= \mathrm{Tr}\big(s(K^\dagger A^\dagger K)sB\big).
\end{aligned}$$

Summing over the jumps proves the theorem. The `calc` block is this chain, with the regrouping of brackets written out.

## What the coherent term must cancel

```lean
/-- For Hermitian `H` and jumps with `K s = s K†`, the failure of KMS symmetry of the
generator is `Tr((s A† C - C A† s) B)`, with `C` the imbalance matrix. -/
theorem kms_defect (s : n → ℝ) (H : Matrix n n ℂ) (K : ι → Matrix n n ℂ)
    (hH : H.IsHermitian) (hK : ∀ a, K a * weight s = weight s * (K a)ᴴ)
    (A B : Matrix n n ℂ) :
    kms s A (generator H K B) - kms s (generator H K A) B =
      Matrix.trace ((weight s * Aᴴ * imbalance s H K
        - imbalance s H K * Aᴴ * weight s) * B) := by
  -- the generator commutes with taking adjoints
  have hadj : (generator H K A)ᴴ = generator H K Aᴴ := by
    have hI : star Complex.I = -Complex.I := by simp
    have h2 : star (1 / 2 : ℂ) = 1 / 2 := by simp
    simp only [generator, Matrix.conjTranspose_add, Matrix.conjTranspose_sub,
      Matrix.conjTranspose_smul, Matrix.conjTranspose_mul, jumps_conjTranspose,
      hH.eq, (decay_isHermitian K).eq, hI, h2]
    module
  have hj := jumps_kmsSymmetric s K hK A B
  unfold kms at hj ⊢
  rw [jumps_conjTranspose] at hj
  rw [hadj]
  -- cyclicity of the trace moves right factors to the front
  have hcyc : ∀ X : Matrix n n ℂ, Matrix.trace (weight s * Aᴴ * weight s * B * X) =
      Matrix.trace (X * weight s * Aᴴ * weight s * B) := by
    intro X
    rw [Matrix.trace_mul_comm]
    simp only [Matrix.mul_assoc]
  have h1 := hcyc H
  have h2 := hcyc (decay K)
  simp only [generator, imbalance, Matrix.mul_add, Matrix.mul_sub, Matrix.add_mul,
    Matrix.sub_mul, Matrix.mul_smul, Matrix.smul_mul, smul_add, smul_sub,
    Matrix.trace_add, Matrix.trace_sub, Matrix.trace_smul, smul_eq_mul,
    ← Matrix.mul_assoc]
  linear_combination hj - Complex.I * h1 - (1 / 2) * h2
```

For Hermitian $H$, the theorem states

$$\langle A,L(B)\rangle-\langle L(A),B\rangle = \mathrm{Tr}\big((sA^\dagger C-CA^\dagger s)B\big).$$

Write $X=A^\dagger$. Since $H$ and $M$ are Hermitian, $L(A)^\dagger=L(X)$, which is `hadj`. The jump parts cancel by the previous theorem. Cyclicity moves a factor $H$ or $M$ standing after $B$ to the front, so what remains is the trace of $B$ multiplied from the left by

$$\begin{aligned}
&\mathrm{i}(sXsH-HsXs)-\tfrac12(sXsM+MsXs)\\
&\quad-\mathrm{i}(sHXs-sXHs)+\tfrac12(sMXs+sXMs).
\end{aligned}$$

The terms beginning with $sX$ add up to $sXC$, and those ending in $Xs$ add up to $-CXs$. In Lean, `hcyc` is the cyclic move, and `linear_combination` adds the listed equations with the given coefficients.

```lean
/-- For positive `s`, the imbalance of any `H` has entries `i (s_i + s_j)` times the
deviation of `H` from the coherent term. -/
theorem imbalance_eq (s : n → ℝ) (hs : ∀ i, 0 < s i) (H : Matrix n n ℂ)
    (K : ι → Matrix n n ℂ) (i j : n) :
    imbalance s H K i j =
      Complex.I * ((s i : ℂ) + s j) * (H i j - coherentTerm s K i j) := by
  have hne : s i + s j ≠ 0 := (add_pos (hs i) (hs j)).ne'
  have hr : (s i + s j) * ((s i - s j) / (s i + s j)) = s i - s j := by
    field_simp
  have key : ((s i : ℂ) + s j) * (((s i - s j) / (s i + s j) : ℝ) : ℂ) = s i - s j := by
    rw [← Complex.ofReal_add, ← Complex.ofReal_mul, hr, Complex.ofReal_sub]
  simp only [imbalance, weight, coherentTerm, Matrix.of_apply, Matrix.sub_apply,
    Matrix.smul_apply, Matrix.add_apply, Matrix.diagonal_mul, Matrix.mul_diagonal,
    smul_eq_mul]
  linear_combination (-(Complex.I ^ 2) / 2 * decay K i j) * key
    - (((s i : ℂ) - s j) * decay K i j / 2) * Complex.I_sq
```

In entries, $C_{ij} = \mathrm{i}(s_i+s_j)H_{ij}-\tfrac12(s_i-s_j)M_{ij}$. The definition of $H^c$ gives $\mathrm{i}(s_i+s_j)H^c_{ij}=\tfrac12(s_i-s_j)M_{ij}$. Therefore

$$C_{ij}=\mathrm{i}(s_i+s_j)(H-H^c)_{ij}.$$

Positivity makes the denominator nonzero; `key` is the cancellation of that denominator.

## Symmetry, uniqueness and the thermal state

```lean
/-- For positive `s` and jumps with `K s = s K†`, the Heisenberg generator with the
coherent term `H_ij = -(i/2) M_ij (s_i - s_j)/(s_i + s_j)` is KMS-symmetric. -/
theorem generator_kmsSymmetric (s : n → ℝ) (hs : ∀ i, 0 < s i) (K : ι → Matrix n n ℂ)
    (hK : ∀ a, K a * weight s = weight s * (K a)ᴴ) :
    KMSSymmetric s (generator (coherentTerm s K) K) := by
  intro A B
  have hC : imbalance s (coherentTerm s K) K = 0 := by
    ext i j
    rw [imbalance_eq s hs, sub_self, mul_zero, Matrix.zero_apply]
  have h := kms_defect s _ K (coherentTerm_isHermitian s K) hK A B
  rw [hC, Matrix.mul_zero, Matrix.zero_mul, Matrix.zero_mul, sub_zero, Matrix.zero_mul,
    Matrix.trace_zero] at h
  exact sub_eq_zero.mp h
```

Setting $H=H^c$ gives $C=0$, so the difference of the two inner products vanishes. This is the self-adjointness needed for the eigensolver.

```lean
/-- For positive `s` and jumps with `K s = s K†`, a Hermitian `H` makes the generator
KMS-symmetric exactly when it is the coherent term plus a real multiple of the identity. -/
theorem generator_kmsSymmetric_iff (s : n → ℝ) (hs : ∀ i, 0 < s i)
    (K : ι → Matrix n n ℂ) (hK : ∀ a, K a * weight s = weight s * (K a)ᴴ)
    (H : Matrix n n ℂ) (hH : H.IsHermitian) :
    KMSSymmetric s (generator H K) ↔
      ∃ c : ℝ, H = coherentTerm s K + (c : ℂ) • (1 : Matrix n n ℂ) := by
  have hs0 : ∀ i, (s i : ℂ) ≠ 0 := fun i => Complex.ofReal_ne_zero.mpr (hs i).ne'
  constructor
  · intro hsym
    rcases isEmpty_or_nonempty n with hn | ⟨⟨a⟩⟩
    · exact ⟨0, by ext i; exact hn.elim i⟩
    -- matrix units as test observables show that the imbalance is proportional to s
    have hC : ∀ b q, (s a : ℂ) * imbalance s H K b q =
        (if b = q then imbalance s H K a a else 0) * s q := by
      intro b q
      have h := kms_defect s H K hH hK (Matrix.single a b (1 : ℂ))ᴴ (Matrix.single q a 1)
      rw [hsym, sub_self, Matrix.conjTranspose_conjTranspose] at h
      have ht : ∀ D : Matrix n n ℂ, Matrix.trace (D * Matrix.single q a 1) = D a q := by
        intro D
        simp [Matrix.trace, Matrix.mul_apply, Matrix.single_apply, ite_and]
      have e1 : (Matrix.single a b (1 : ℂ) * imbalance s H K) a q
          = imbalance s H K b q := by
        simp [Matrix.mul_apply, Matrix.single_apply]
      have e2 : (imbalance s H K * Matrix.single a b (1 : ℂ)) a q
          = if b = q then imbalance s H K a a else 0 := by
        simp [Matrix.mul_apply, Matrix.single_apply, ite_and]
      rw [ht, Matrix.sub_apply, Matrix.mul_assoc, weight, Matrix.diagonal_mul,
        Matrix.mul_diagonal, e1, e2] at h
      exact sub_eq_zero.mp h.symm
    have hc : (((H a a - coherentTerm s K a a).re : ℝ) : ℂ)
        = H a a - coherentTerm s K a a :=
      Complex.conj_eq_iff_re.mp ((hH.sub (coherentTerm_isHermitian s K)).apply a a)
    refine ⟨(H a a - coherentTerm s K a a).re, ?_⟩
    ext b q
    have h := hC b q
    rw [Matrix.add_apply, Matrix.smul_apply, smul_eq_mul, hc]
    rcases eq_or_ne b q with rfl | hbq
    · rw [if_pos rfl, imbalance_eq s hs, imbalance_eq s hs] at h
      have hnz : 2 * Complex.I * (s a : ℂ) * s b ≠ 0 :=
        mul_ne_zero (mul_ne_zero (mul_ne_zero two_ne_zero Complex.I_ne_zero) (hs0 a)) (hs0 b)
      have hD : H b b - coherentTerm s K b b = H a a - coherentTerm s K a a :=
        mul_left_cancel₀ hnz (by linear_combination h)
      rw [Matrix.one_apply_eq]
      linear_combination hD
    · rw [if_neg hbq, imbalance_eq s hs] at h
      have hp : (s b : ℂ) + s q ≠ 0 := by
        exact_mod_cast (add_pos (hs b) (hs q)).ne'
      have hnz : (s a : ℂ) * Complex.I * ((s b : ℂ) + s q) ≠ 0 :=
        mul_ne_zero (mul_ne_zero (hs0 a) Complex.I_ne_zero) hp
      have hD : H b q - coherentTerm s K b q = 0 :=
        mul_left_cancel₀ hnz (by linear_combination h)
      rw [Matrix.one_apply_ne hbq]
      linear_combination hD
  · rintro ⟨c, hc⟩ A B
    -- a shift by c changes the imbalance by a multiple of s, which drops out
    have hC : imbalance s H K = (2 * Complex.I * (c : ℂ)) • weight s := by
      ext i j
      rw [imbalance_eq s hs, hc, Matrix.add_apply, Matrix.smul_apply, Matrix.smul_apply,
        smul_eq_mul, smul_eq_mul, weight]
      rcases eq_or_ne i j with rfl | hij
      · rw [Matrix.one_apply_eq, Matrix.diagonal_apply_eq]
        ring
      · rw [Matrix.one_apply_ne hij, Matrix.diagonal_apply_ne _ hij]
        ring
    have h := kms_defect s H K hH hK A B
    rw [hC, Matrix.mul_smul, Matrix.smul_mul, Matrix.smul_mul, sub_self, Matrix.zero_mul,
      Matrix.trace_zero] at h
    exact sub_eq_zero.mp h
```

The symbol `↔` means "exactly when": a Hermitian $H$ gives a symmetric generator exactly when $H=H^c+c\,1$ with $c$ real.

Suppose $L$ is symmetric, and fix a basis state $a$ (here not a jump label). Let $U_{ab}$ be the matrix with entry 1 in row $a$ and column $b$ and zeros elsewhere. Choosing $A^\dagger=U_{ab}$ and $B=U_{qa}$ in the formula for the difference gives

$$s_aC_{bq}=\delta_{bq}\,C_{aa}\,s_q.$$

For $b\neq q$ this forces $C_{bq}=0$, hence $H_{bq}=H^c_{bq}$. For $b=q$, inserting the entries of $C$ gives $2\mathrm{i}s_as_b(H-H^c)_{bb}=2\mathrm{i}s_as_b(H-H^c)_{aa}$, so all diagonal differences are equal. Their common value $c$ is real because both matrices are Hermitian. If there are no basis states, $c=0$ serves.

Conversely, $H=H^c+c\,1$ gives $C=2\mathrm{i}c\,s$, and $sA^\dagger C-CA^\dagger s=0$.

In particular, adding the system Hamiltonian $\mathrm{diag}(E_i)$ to $H^c$ destroys the symmetry unless all levels coincide.

```lean
/-- For positive `s` and jumps with `K s = s K†`, the weight `s²` is stationary under the
generator with the coherent term: `Tr(s² L(B)) = 0` for every observable `B`. -/
theorem weight_sq_stationary (s : n → ℝ) (hs : ∀ i, 0 < s i) (K : ι → Matrix n n ℂ)
    (hK : ∀ a, K a * weight s = weight s * (K a)ᴴ) (B : Matrix n n ℂ) :
    Matrix.trace (weight s * weight s * generator (coherentTerm s K) K B) = 0 := by
  -- the generator annihilates the identity
  have h1 : generator (coherentTerm s K) K 1 = 0 := by
    have hj : jumps K 1 = decay K := by simp [jumps, decay]
    rw [generator, hj]
    simp only [Matrix.mul_one, Matrix.one_mul]
    module
  have h := generator_kmsSymmetric s hs K hK 1 B
  rw [h1] at h
  simpa only [kms, Matrix.conjTranspose_one, Matrix.conjTranspose_zero, Matrix.mul_one,
    Matrix.mul_zero, Matrix.zero_mul, Matrix.trace_zero] using h
```

Since $J(1)=M$, we have $L(1)=M-\tfrac12(M+M)=0$. Symmetry with $A=1$ then gives $\mathrm{Tr}(s^2L(B))=\langle L(1),B\rangle=0$ for every $B$. For a nonempty system this says that $\rho$ is stationary; it does not say that every initial state relaxes to $\rho$.

## A qubit with a nonzero coherent term

```lean
/-- For a qubit with `s = diag(1,2)`, the jump operator with rows `(1,1)` and `(2,0)` obeys
`K s = s K†`, and its coherent term has the off-diagonal entry `i/6`. -/
theorem generator_kmsSymmetric_witness :
    (∀ i, 0 < (![1, 2] : Fin 2 → ℝ) i) ∧
    (!![1, 1; 2, 0] : Matrix (Fin 2) (Fin 2) ℂ) * weight ![1, 2]
      = weight ![1, 2] * (!![1, 1; 2, 0] : Matrix (Fin 2) (Fin 2) ℂ)ᴴ ∧
    coherentTerm ![1, 2] (fun _ : Unit => (!![1, 1; 2, 0] : Matrix (Fin 2) (Fin 2) ℂ)) 0 1
      = Complex.I / 6 := by
  refine ⟨?_, ?_, ?_⟩
  · intro i
    fin_cases i <;> norm_num
  · ext i j
    fin_cases i <;> fin_cases j <;>
      simp [weight, Matrix.diagonal_mul, Matrix.mul_diagonal]
  · have hM : decay (fun _ : Unit => (!![1, 1; 2, 0] : Matrix (Fin 2) (Fin 2) ℂ)) 0 1
        = 1 := by
      simp [decay, Matrix.mul_apply, Fin.sum_univ_two]
    have hq : ((![1, 2] : Fin 2 → ℝ) 0 - (![1, 2] : Fin 2 → ℝ) 1)
        / ((![1, 2] : Fin 2 → ℝ) 0 + (![1, 2] : Fin 2 → ℝ) 1) = -1 / 3 := by
      norm_num
    unfold coherentTerm
    rw [Matrix.of_apply, hM, hq]
    push_cast
    ring

end

end KMSThermalGenerator
```

With $s=\mathrm{diag}(1,2)$, the normalised populations are $1/5$ and $4/5$. The single jump and its decay matrix are

$$K=\begin{pmatrix}1&1\\2&0\end{pmatrix},\qquad M=\begin{pmatrix}5&1\\1&1\end{pmatrix}.$$

Both $Ks$ and $sK^\dagger$ equal $\begin{pmatrix}1&2\\2&0\end{pmatrix}$. Lean counts the basis states from 0, and $H^c_{01}=-\tfrac{\mathrm{i}}{2}\cdot1\cdot(-\tfrac13)=\mathrm{i}/6$. This entry is off-diagonal, so by the uniqueness theorem the choice $H=0$ does not give a symmetric generator for this jump.

```lean
#print axioms KMSThermalGenerator.generator_kmsSymmetric_iff
#print axioms KMSThermalGenerator.weight_sq_stationary
```

```
'KMSThermalGenerator.generator_kmsSymmetric_iff' depends on axioms: [propext, Classical.choice, Quot.sound]
'KMSThermalGenerator.weight_sq_stationary' depends on axioms: [propext, Classical.choice, Quot.sound]
```
